# A triangle with zero on-site energies, nonzero uniform hopping and flux $\varphi$ has a spectrum symmetric about zero exactly when $\cos\varphi=0$

## Can a non-bipartite ring have levels in $\pm$ pairs?

If I take "not bipartite" to mean "spectrum not symmetric about zero", I get the triangle wrong at flux $\varphi=\pi/2$. Without flux its levels are $-2t, t, t$, which fits the rule, but at $\pi/2$ they seem to be $0,\pm\sqrt3\,t$.

My model has three sites, zero on-site energies and hopping $-t\,e^{i\varphi/3}$ around the oriented ring, with $t>0$. I believe the characteristic polynomial is $x^3-3t^2x+2t^3\cos\varphi$, and that the spectrum is invariant under $x\mapsto-x$ if and only if $\cos\varphi=0$. Can this be made rigorous and checked by machine?

## Yes: the product of hoppings around the loop decides

### The cubic and its constant term

Allow arbitrary complex hoppings $a,b,c$ on the three bonds:

$$H=\begin{pmatrix}0&a&\bar c\\ \bar a&0&b\\ c&\bar b&0\end{pmatrix}.$$

Expanding $p(x)=\det(x-H)$ along the first row gives

$$p(x)=x(x^2-|b|^2)-a(\bar a x+bc)-\bar c(\bar a\bar b+cx),$$

and collecting terms,

$$p(x)=x^3-(|a|^2+|b|^2+|c|^2)\,x-2\,\mathrm{Re}(abc).$$

The two orientations of the loop contribute $abc$ and its conjugate, which together form the constant term.

Suppose the spectrum is symmetric. Some eigenvalue $x$ exists, and $-x$ is then also a root, so

$$0=p(x)+p(-x)=-4\,\mathrm{Re}(abc).$$

Conversely, if $\mathrm{Re}(abc)=0$, then $p(-x)=-p(x)$ and roots map to roots.

For uniform hopping put $a=b=c=h=-t\,e^{i\varphi/3}$. Then $|h|^2=t^2$ and $h^3=-t^3e^{i\varphi}$, so $\mathrm{Re}(h^3)=-t^3\cos\varphi$. Hence

$$p(x)=x^3-3t^2x+2t^3\cos\varphi,$$

and for $t\neq0$ symmetry is equivalent to $\cos\varphi=0$. In that case $p(x)=x(x-\sqrt3\,t)(x+\sqrt3\,t)$.

At any flux, set $x=-2t\cos\theta$ with $\theta=(\varphi+2\pi k)/3$ and $k$ an integer. Then

$$p(x)=-2t^3(4\cos^3\theta-3\cos\theta-\cos\varphi)=0,$$

because the triple-angle formula gives $4\cos^3\theta-3\cos\theta=\cos3\theta=\cos\varphi$.

Finally, two colours cannot alternate around three bonds, so the triangle is not bipartite at any flux.

### What the Lean statements say

`triangle a b c` is the matrix $H$ above, with sites numbered 0, 1, 2. `hop t φ` is $h$, and `ringTriangle t φ` is the uniform ring. The phase factors $e^{i\varphi/3}$ multiply to $e^{i\varphi}$ around the loop, apart from the sign of the prefactors $-t$; reversing the orientation changes the sign of `φ` but not $\cos\varphi$.

`ringTriangle_charpoly` gives the cubic for all real `t` and `φ`. `ringTriangle_symmetric_iff` gives the equivalence, with symmetry expressed as "whenever `x` is in the spectrum, so is `-x`". It assumes only `t ≠ 0`, which includes your $t>0$; at $t=0$ the spectrum is $\{0\}$ and symmetric for every flux. Also for `t ≠ 0`, `ringTriangle_not_bipartite` rules out any two-colouring in which nonzero matrix elements connect only different colours.

The spectrum is a set, without multiplicities. Accordingly, `energy_mem_spectrum` says that each cosine energy occurs, while `spectrum_of_cos_eq_zero` gives the complete set when $\cos\varphi=0$.

For non-interacting electrons on this three-site ring, the result shows that magnetic flux can produce a symmetric one-particle spectrum although the lattice is not bipartite. Interactions and larger rings are not treated.

```lean
import Mathlib

open Polynomial ComplexConjugate

namespace FluxTriangle

noncomputable section

/-- One-particle Hamiltonian of three sites with zero on-site energies and complex hopping
amplitudes `a`, `b`, `c` on the oriented bonds 0-1, 1-2 and 2-0. -/
def triangle (a b c : ℂ) : Matrix (Fin 3) (Fin 3) ℂ :=
  !![0, a, conj c; conj a, 0, b; c, conj b, 0]

/-- Hopping amplitude `-t exp(i φ / 3)`, which carries one third of the flux `φ`. -/
def hop (t φ : ℝ) : ℂ := -(t : ℂ) * Complex.exp (((φ / 3 : ℝ) : ℂ) * Complex.I)

/-- The triangle with uniform hopping strength `t` threaded by the flux `φ`. -/
def ringTriangle (t φ : ℝ) : Matrix (Fin 3) (Fin 3) ℂ :=
  triangle (hop t φ) (hop t φ) (hop t φ)

/-- The triangle Hamiltonian is Hermitian for all complex hopping amplitudes. -/
theorem triangle_isHermitian (a b c : ℂ) : (triangle a b c).IsHermitian := by
  refine Matrix.IsHermitian.ext fun i j => ?_
  fin_cases i <;> fin_cases j <;> simp [triangle]

/-- The characteristic polynomial of a general triangle depends only on the sum of the squared
hopping strengths and on the real part of the product of hoppings around the loop. -/
theorem triangle_charpoly (a b c : ℂ) :
    (triangle a b c).charpoly =
      X ^ 3 - C ((Complex.normSq a + Complex.normSq b + Complex.normSq c : ℝ) : ℂ) * X
        - C ((2 * (a * b * c).re : ℝ) : ℂ) := by
  have h1 : ((Complex.normSq a + Complex.normSq b + Complex.normSq c : ℝ) : ℂ)
      = a * conj a + b * conj b + c * conj c := by
    simp only [Complex.mul_conj, Complex.ofReal_add]
  -- the two orientations of the loop contribute complex conjugate amplitudes
  have h2 : ((2 * (a * b * c).re : ℝ) : ℂ) = a * b * c + conj a * conj b * conj c := by
    have h := Complex.add_conj (a * b * c)
    simp only [map_mul] at h
    exact h.symm
  rw [h1, h2]
  simp only [map_add, map_mul]
  rw [Matrix.charpoly, Matrix.det_fin_three]
  simp [triangle]
  ring

/-- The spectrum of a three-site Hamiltonian is the set of roots of its characteristic
polynomial. -/
theorem mem_spectrum_iff (M : Matrix (Fin 3) (Fin 3) ℂ) (x : ℂ) :
    x ∈ spectrum ℂ M ↔ M.charpoly.eval x = 0 := by
  rw [spectrum.mem_iff, Matrix.isUnit_iff_isUnit_det, isUnit_iff_ne_zero, not_not,
    Matrix.eval_charpoly]
  rfl

/-- The spectrum of a triangle with arbitrary complex hoppings is symmetric about zero energy if and
only if the product of hoppings around the loop has zero real part. -/
theorem triangle_symmetric_iff (a b c : ℂ) :
    (∀ x ∈ spectrum ℂ (triangle a b c), -x ∈ spectrum ℂ (triangle a b c)) ↔
      (a * b * c).re = 0 := by
  simp only [mem_spectrum_iff, triangle_charpoly, eval_sub, eval_mul, eval_pow, eval_X, eval_C]
  constructor
  · intro h
    -- some eigenvalue exists; add the equations for it and for its mirror image
    obtain ⟨x, hx⟩ :=
      spectrum.nonempty_of_isAlgClosed_of_finiteDimensional ℂ (triangle a b c)
    simp only [mem_spectrum_iff, triangle_charpoly, eval_sub, eval_mul, eval_pow, eval_X,
      eval_C] at hx
    have h2 := h x hx
    have h3 : ((2 * (a * b * c).re : ℝ) : ℂ) = 0 := by
      linear_combination (-1 / 2 : ℂ) * hx + (-1 / 2 : ℂ) * h2
    have h4 := Complex.ofReal_eq_zero.1 h3
    linarith
  · intro h x hx
    -- without the constant term the polynomial is odd
    rw [h] at hx ⊢
    push_cast at hx ⊢
    linear_combination -hx

/-- The uniform hopping has squared modulus `t²`, and its product around the triangle has
real part `-t³ cos φ`. -/
theorem hop_invariants (t φ : ℝ) :
    Complex.normSq (hop t φ) = t ^ 2 ∧
      (hop t φ * hop t φ * hop t φ).re = -t ^ 3 * Real.cos φ := by
  constructor
  · rw [Complex.normSq_eq_norm_sq, hop, norm_mul, norm_neg, Complex.norm_exp_ofReal_mul_I,
      mul_one, Complex.norm_real, Real.norm_eq_abs, sq_abs]
  · -- three phases of φ / 3 add up to the full flux
    have e : Complex.exp ((φ : ℂ) * Complex.I)
        = Complex.exp (((φ / 3 : ℝ) : ℂ) * Complex.I) ^ 3 := by
      rw [← Complex.exp_nat_mul]
      congr 1
      push_cast
      ring
    have h : hop t φ * hop t φ * hop t φ
        = ((-t ^ 3 : ℝ) : ℂ) * Complex.exp ((φ : ℂ) * Complex.I) := by
      rw [e, hop]
      push_cast
      ring
    rw [h, Complex.re_ofReal_mul, Complex.exp_ofReal_mul_I_re]

/-- The triangle with flux `φ` has characteristic polynomial `x³ - 3 t² x + 2 t³ cos φ`. -/
theorem ringTriangle_charpoly (t φ : ℝ) :
    (ringTriangle t φ).charpoly =
      X ^ 3 - C ((3 * t ^ 2 : ℝ) : ℂ) * X + C ((2 * t ^ 3 * Real.cos φ : ℝ) : ℂ) := by
  rw [ringTriangle, triangle_charpoly, (hop_invariants t φ).1, (hop_invariants t φ).2,
    show t ^ 2 + t ^ 2 + t ^ 2 = 3 * t ^ 2 by ring,
    show 2 * (-t ^ 3 * Real.cos φ) = -(2 * t ^ 3 * Real.cos φ) by ring,
    Complex.ofReal_neg, C_neg, sub_neg_eq_add]

/-- For every integer `k`, the energy `-2 t cos((φ + 2πk)/3)` belongs to the spectrum of the
triangle with flux `φ`. -/
theorem energy_mem_spectrum (t φ : ℝ) (k : ℤ) :
    ((-2 * t * Real.cos ((φ + 2 * Real.pi * k) / 3) : ℝ) : ℂ) ∈
      spectrum ℂ (ringTriangle t φ) := by
  -- the triple-angle formula solves the cubic
  have h3 : Real.cos φ = 4 * Real.cos ((φ + 2 * Real.pi * k) / 3) ^ 3
      - 3 * Real.cos ((φ + 2 * Real.pi * k) / 3) := by
    rw [← Real.cos_three_mul,
      show 3 * ((φ + 2 * Real.pi * k) / 3) = φ + k * (2 * Real.pi) by ring,
      Real.cos_add_int_mul_two_pi]
  simp only [mem_spectrum_iff, ringTriangle_charpoly, eval_add, eval_sub, eval_mul, eval_pow,
    eval_X, eval_C]
  rw [h3]
  push_cast
  ring

/-- For nonzero hopping, the spectrum of the triangle with flux `φ` is symmetric about zero
energy if and only if `cos φ = 0`. -/
theorem ringTriangle_symmetric_iff {t : ℝ} (ht : t ≠ 0) (φ : ℝ) :
    (∀ x ∈ spectrum ℂ (ringTriangle t φ), -x ∈ spectrum ℂ (ringTriangle t φ)) ↔
      Real.cos φ = 0 := by
  rw [ringTriangle, triangle_symmetric_iff, (hop_invariants t φ).2]
  simp [ht]

/-- When `cos φ = 0`, the spectrum of the triangle consists of `0`, `√3 t` and `-√3 t`. -/
theorem spectrum_of_cos_eq_zero (t : ℝ) {φ : ℝ} (h : Real.cos φ = 0) :
    spectrum ℂ (ringTriangle t φ) =
      {0, ((√3 * t : ℝ) : ℂ), -((√3 * t : ℝ) : ℂ)} := by
  ext x
  have hs : ((√3 : ℝ) : ℂ) ^ 2 = 3 := by
    rw [← Complex.ofReal_pow, Real.sq_sqrt (by norm_num)]
    norm_num
  have fac : x ^ 3 - ((3 * t ^ 2 : ℝ) : ℂ) * x + ((2 * t ^ 3 * 0 : ℝ) : ℂ)
      = x * ((x - ((√3 * t : ℝ) : ℂ)) * (x + ((√3 * t : ℝ) : ℂ))) := by
    push_cast
    linear_combination (t : ℂ) ^ 2 * x * hs
  simp only [mem_spectrum_iff, ringTriangle_charpoly, eval_add, eval_sub, eval_mul, eval_pow,
    eval_X, eval_C, Set.mem_insert_iff, Set.mem_singleton_iff]
  rw [h, fac, mul_eq_zero, mul_eq_zero, sub_eq_zero, add_eq_zero_iff_eq_neg]

/-- For nonzero hopping and any flux, the triangle is not bipartite: its sites cannot be
given two colours so that hopping connects only sites of different colour. -/
theorem ringTriangle_not_bipartite {t : ℝ} (ht : t ≠ 0) (φ : ℝ) :
    ¬ ∃ colour : Fin 3 → Bool,
      ∀ i j, ringTriangle t φ i j ≠ 0 → colour i ≠ colour j := by
  rintro ⟨s, hs⟩
  have hne : hop t φ ≠ 0 := by
    simp [hop, ht, Complex.exp_ne_zero]
  have h01 := hs 0 1 (by simpa [ringTriangle, triangle] using hne)
  have h12 := hs 1 2 (by simpa [ringTriangle, triangle] using hne)
  have h20 := hs 2 0 (by simpa [ringTriangle, triangle] using hne)
  -- two colours cannot alternate around three bonds
  have key : ∀ p q r : Bool, p ≠ q → q ≠ r → r ≠ p → False := by decide
  exact key _ _ _ h01 h12 h20

end

end FluxTriangle
```

```lean
#print axioms FluxTriangle.energy_mem_spectrum
#print axioms FluxTriangle.ringTriangle_symmetric_iff
#print axioms FluxTriangle.spectrum_of_cos_eq_zero
#print axioms FluxTriangle.ringTriangle_not_bipartite
```

```
'FluxTriangle.energy_mem_spectrum' depends on axioms: [propext, Classical.choice, Quot.sound]
'FluxTriangle.ringTriangle_symmetric_iff' depends on axioms: [propext, Classical.choice, Quot.sound]
'FluxTriangle.spectrum_of_cos_eq_zero' depends on axioms: [propext, Classical.choice, Quot.sound]
'FluxTriangle.ringTriangle_not_bipartite' depends on axioms: [propext, Classical.choice, Quot.sound]
```

### How the proof follows the algebra

`triangle_charpoly` first writes the real coefficients in terms of $a,b,c$ and their conjugates. It then expands the determinant with `Matrix.det_fin_three`, and `ring` collects the terms. `mem_spectrum_iff` turns membership in the spectrum into the equation $p(x)=0$.

In `triangle_symmetric_iff`, an eigenvalue exists because $\mathbb C$ is algebraically closed. The first `linear_combination` adds the equations for $x$ and $-x$, each multiplied by $-1/2$, leaving $2\,\mathrm{Re}(abc)=0$. The last one uses the oddness of the cubic.

`hop_invariants` computes $|h|^2$ and $\mathrm{Re}(h^3)$, which specialises both general results to the uniform ring. `energy_mem_spectrum` inserts the triple-angle formula into the cubic, and `spectrum_of_cos_eq_zero` factorises it. For non-bipartiteness, the three nonzero hoppings yield three colour inequalities, and `decide` checks that no choice of two colours satisfies them all.
